# For a damped oscillator, ∫ wᵏ χ(2w) χ(w)² dw vanishes for k = 0, …, 4

Take the linear response of one damped oscillator,

χ(w) = 1/(w0² − w² − i g w), with w0, g > 0.

Its integral over all real frequencies w is zero: both poles lie below the real axis, χ falls off as 1/w², and I can close the contour above. For second-harmonic generation, consider the same claim for χ(2w) χ(w)² multiplied by powers of w up to w⁴. With w⁴ in front, most of the decay is gone. Does the contour argument still hold there, and what goes wrong at w⁵?

## Three factors of 1/w² leave room for w⁴

It holds at w⁴, and at w⁵ the integral no longer converges absolutely.

Start with χ alone. Suppose |χ(z)| ≤ 2/|z|² far out in the upper half-plane. Integrate around the rectangle with corners −T, T, T + iT and −T + iT. The total is zero by Cauchy's theorem. The three upper sides have total length 4T, and on them |χ| ≤ 2/T², so

|∫ from −T to T of χ(w) dw| ≤ 8/T → 0.

The second-harmonic product comes from adding a force quadratic in the displacement. A drive at w produces a first-order displacement proportional to χ(w). Its square has a part at 2w that drives the oscillator again, which gives χ(2w) χ(w)². In the same way, a force proportional to the n-th power of the displacement gives, to first order in that force, a response χ(nw) χ(w)ⁿ at frequency nw. For n ≥ 1, consider

F(z) = zᵏ χ(nz) χ(z)ⁿ, k ≤ 2n.

**No poles above.** Write z = x + iy with y ≥ 0. The denominator D(z) = w0² − z² − i g z is

D = w0² − x² + y² + g y − i x(2y + g).

A zero needs x = 0, because 2y + g > 0. The real part is then w0² + y² + g y > 0, so there is no zero. Since nz also lies in the closed upper half-plane, F is holomorphic there.

**Decay.** Let r = |z| ≥ 1 + 2(g + w0²). The triangle inequality gives

r² ≤ |D| + w0² + g r ≤ |D| + (w0² + g) r ≤ |D| + r²/2,

so |χ(z)| r² ≤ 2. As |nz| ≥ r, also |χ(nz)| r² ≤ 2. Using rᵏ ≤ r²ⁿ,

|F(z)| r² ≤ (|χ(nz)| r²)(|χ(z)| r²)ⁿ ≤ 2·2ⁿ = C.

**Integral.** F is continuous on the real line and bounded by C/w² far out, hence integrable. The rectangle gives |∫ from −T to T of F(w) dw| ≤ 4C/T → 0. For n = 2, C = 8 and k runs from 0 to 4.

**One power more.** For w > 1 and a natural number m,

|D(mw)| ≤ w0² + m²w² + g m w ≤ K_m w², K_m = w0² + m² + g m.

If k > 2n, then |F(w)| ≥ 1/(K_n K_1ⁿ w), which is not integrable. At n = 2, k = 5 the integrand behaves as −1/(4w), and symmetric limits ±T give iπ/4 instead of zero. That value, like the grid estimates at the end, is ordinary calculus done alongside the Lean code.

The Lean 4 code below contains the general-n result, the second-harmonic case and the failure of integrability.

```lean
import Mathlib

open MeasureTheory Set Filter Topology

namespace HarmonicSumRules

noncomputable section

/-- The oscillator denominator `w0² - z² - i g z` at complex frequency `z`. -/
def den (w0 g : ℝ) (z : ℂ) : ℂ := (w0 : ℂ) ^ 2 - z ^ 2 - Complex.I * g * z

/-- The linear susceptibility `1 / (w0² - z² - i g z)` of a damped oscillator, meaningful
at frequencies where the denominator is nonzero. -/
def chi (w0 g : ℝ) (z : ℂ) : ℂ := 1 / den w0 g z

/-- The product `chi(n z) chi(z)^n` of oscillator susceptibilities, meaningful where the
denominators of both susceptibilities are nonzero. -/
def harmonicKernel (w0 g : ℝ) (n : ℕ) (z : ℂ) : ℂ := chi w0 g (n * z) * chi w0 g z ^ n

/-- For `w0, g > 0` the oscillator denominator has no zero in the closed upper half-plane of complex
frequency. -/
theorem den_ne_zero {w0 g : ℝ} (hw : 0 < w0) (hg : 0 < g) {z : ℂ} (hz : 0 ≤ z.im) :
    den w0 g z ≠ 0 := by
  intro h
  have hre : (den w0 g z).re = w0 ^ 2 - z.re ^ 2 + z.im ^ 2 + g * z.im := by
    simp [den, pow_two]
    ring
  have him : (den w0 g z).im = -(z.re * (2 * z.im + g)) := by
    simp [den, pow_two]
    ring
  rw [h, Complex.zero_re] at hre
  rw [h, Complex.zero_im] at him
  -- the imaginary part forces a purely imaginary frequency
  have hx : z.re = 0 :=
    (mul_eq_zero.1 (by linarith : z.re * (2 * z.im + g) = 0)).resolve_right
      (by linarith : 0 < 2 * z.im + g).ne'
  rw [hx] at hre
  nlinarith [pow_pos hw 2, sq_nonneg z.im, mul_nonneg hg.le hz]

/-- For `g > 0` the oscillator denominator differs in modulus from `|z|²` by at most
`w0² + g |z|`. -/
theorem den_bounds (w0 : ℝ) {g : ℝ} (hg : 0 < g) (z : ℂ) :
    ‖z‖ ^ 2 ≤ ‖den w0 g z‖ + w0 ^ 2 + g * ‖z‖ ∧
      ‖den w0 g z‖ ≤ w0 ^ 2 + ‖z‖ ^ 2 + g * ‖z‖ := by
  have h1 : ‖(w0 : ℂ) ^ 2‖ = w0 ^ 2 := by
    rw [norm_pow, Complex.norm_real, Real.norm_eq_abs, sq_abs]
  have h2 : ‖Complex.I * g * z‖ = g * ‖z‖ := by
    rw [norm_mul, norm_mul, Complex.norm_I, one_mul, Complex.norm_real,
      Real.norm_of_nonneg hg.le]
  have h3 : ‖z ^ 2‖ = ‖z‖ ^ 2 := norm_pow z 2
  constructor
  · have e : z ^ 2 = (w0 : ℂ) ^ 2 - Complex.I * g * z - den w0 g z := by
      unfold den
      ring
    have a := norm_sub_le ((w0 : ℂ) ^ 2 - Complex.I * g * z) (den w0 g z)
    have b := norm_sub_le ((w0 : ℂ) ^ 2) (Complex.I * g * z)
    rw [← e] at a
    linarith
  · have a := norm_sub_le ((w0 : ℂ) ^ 2 - z ^ 2) (Complex.I * g * z)
    have b := norm_sub_le ((w0 : ℂ) ^ 2) (z ^ 2)
    unfold den
    linarith

/-- High-frequency decay: for `g > 0` and `|z| ≥ 1 + 2 (g + w0²)`, the susceptibility
satisfies `|chi(z)| |z|² ≤ 2`. -/
theorem chi_decay (w0 : ℝ) {g : ℝ} (hg : 0 < g) {z : ℂ}
    (hz : 1 + 2 * (g + w0 ^ 2) ≤ ‖z‖) : ‖chi w0 g z‖ * ‖z‖ ^ 2 ≤ 2 := by
  have h := (den_bounds w0 hg z).1
  have hr : 1 ≤ ‖z‖ := by nlinarith [sq_nonneg w0]
  have h1 : ‖z‖ * (1 + 2 * (g + w0 ^ 2)) ≤ ‖z‖ * ‖z‖ :=
    mul_le_mul_of_nonneg_left hz (norm_nonneg z)
  have h2 : w0 ^ 2 * 1 ≤ w0 ^ 2 * ‖z‖ := mul_le_mul_of_nonneg_left hr (sq_nonneg w0)
  have h3 : ‖z‖ ^ 2 ≤ 2 * ‖den w0 g z‖ := by nlinarith
  have hD : 0 < ‖den w0 g z‖ := by nlinarith
  rw [chi, norm_div, norm_one, div_mul_eq_mul_div, one_mul, div_le_iff₀ hD]
  exact h3

/-- A function that is complex differentiable at every point of the closed upper half-plane and
bounded there by `C/|z|²` at large `|z|` is integrable over real frequencies, with integral zero. -/
theorem integral_eq_zero_of_causal {f : ℂ → ℂ} {C R₀ : ℝ}
    (hf : ∀ z : ℂ, 0 ≤ z.im → DifferentiableAt ℂ f z)
    (hb : ∀ z : ℂ, 0 ≤ z.im → R₀ ≤ ‖z‖ → ‖f z‖ ≤ C / ‖z‖ ^ 2) :
    Integrable (fun x : ℝ => f x) ∧ ∫ x : ℝ, f x = 0 := by
  have hc : Continuous (fun x : ℝ => f x) := continuous_iff_continuousAt.2 fun x =>
    ContinuousAt.comp (f := fun x : ℝ => (x : ℂ)) (hf x (by simp)).continuousAt
      Complex.continuous_ofReal.continuousAt
  obtain ⟨R, hR0, hR1⟩ : ∃ R : ℝ, R₀ ≤ R ∧ 1 ≤ R :=
    ⟨max R₀ 1, le_max_left _ _, le_max_right _ _⟩
  have hreal : ∀ x : ℝ, R ≤ |x| → ‖f x‖ * x ^ 2 ≤ C := by
    intro x hx
    have hn : ‖(x : ℂ)‖ = |x| := by rw [Complex.norm_real, Real.norm_eq_abs]
    have h := hb x (by simp) (by rw [hn]; linarith)
    have hp : 0 < |x| ^ 2 := pow_pos (by linarith) 2
    rw [hn, le_div_iff₀ hp, sq_abs] at h
    exact h
  have hC : 0 ≤ C := le_trans (by positivity) (hreal R (le_abs_self R))
  -- integrability by comparison with a Lorentzian
  have hi : Integrable (fun x : ℝ => f x) := by
    obtain ⟨M, hM⟩ := (isCompact_Icc (a := -R) (b := R)).exists_bound_of_continuousOn
      hc.continuousOn
    have hM0 : 0 ≤ M := (norm_nonneg _).trans (hM 0 ⟨by linarith, by linarith⟩)
    refine Integrable.mono' (integrable_inv_one_add_sq.const_mul (M * (1 + R ^ 2) + 2 * C))
      hc.aestronglyMeasurable (ae_of_all _ fun x => ?_)
    rw [← div_eq_mul_inv, le_div_iff₀ (by positivity)]
    rcases le_total |x| R with hx | hx
    · have h1 := hM x (abs_le.1 hx)
      have h2 : x ^ 2 ≤ R ^ 2 := sq_le_sq' (abs_le.1 hx).1 (abs_le.1 hx).2
      have h3 : ‖f x‖ * (1 + x ^ 2) ≤ M * (1 + R ^ 2) :=
        mul_le_mul h1 (by linarith) (by positivity) hM0
      linarith
    · have h1 := hreal x hx
      have h2 : 1 ≤ x ^ 2 := by nlinarith [sq_abs x]
      have h3 := mul_le_mul_of_nonneg_left h2 (norm_nonneg (f x))
      have h4 : 0 ≤ M * (1 + R ^ 2) := by positivity
      linarith
  refine ⟨hi, ?_⟩
  have hlim := intervalIntegral_tendsto_integral hi tendsto_neg_atTop_atBot tendsto_id
  refine tendsto_nhds_unique hlim (squeeze_zero_norm' (a := fun T : ℝ => 4 * C / T) ?_
    (tendsto_const_nhds.div_atTop tendsto_id))
  filter_upwards [eventually_ge_atTop R] with T hT
  have hT0 : 0 < T := by linarith
  have hB : ∀ z : ℂ, 0 ≤ z.im → T ≤ ‖z‖ → ‖f z‖ ≤ C / T ^ 2 := fun z hz hn =>
    (hb z hz (by linarith)).trans (by gcongr)
  -- Cauchy's theorem on the rectangle with corners -T and T + iT
  have h : (∫ x : ℝ in (-T)..T, f (x + ((0 : ℝ) : ℂ) * Complex.I)) -
      (∫ x : ℝ in (-T)..T, f (x + (T : ℂ) * Complex.I)) +
      Complex.I • (∫ y : ℝ in (0 : ℝ)..T, f ((T : ℂ) + y * Complex.I)) -
      Complex.I • (∫ y : ℝ in (0 : ℝ)..T, f (((-T : ℝ) : ℂ) + y * Complex.I)) = 0 := by
    refine Complex.integral_boundary_rect_eq_zero_of_differentiableOn f ⟨-T, 0⟩ ⟨T, T⟩ ?_
    intro z hz
    have hz2 : z.im ∈ uIcc 0 T := hz.2
    rw [uIcc_of_le hT0.le] at hz2
    exact (hf z hz2.1).differentiableWithinAt
  simp only [Complex.ofReal_zero, zero_mul, add_zero] at h
  have htop : ‖∫ x : ℝ in (-T)..T, f (x + (T : ℂ) * Complex.I)‖ ≤ C / T ^ 2 * |T - -T| := by
    refine intervalIntegral.norm_integral_le_of_norm_le_const fun x _ => hB _ ?_ ?_
    · simpa using hT0.le
    · have := Complex.abs_im_le_norm ((x : ℂ) + (T : ℂ) * Complex.I)
      simp at this
      exact (le_abs_self T).trans this
  have hside : ∀ s : ℝ, |s| = T →
      ‖∫ y : ℝ in (0 : ℝ)..T, f ((s : ℂ) + y * Complex.I)‖ ≤ C / T ^ 2 * |T - 0| := by
    intro s hs
    refine intervalIntegral.norm_integral_le_of_norm_le_const fun y hy => hB _ ?_ ?_
    · rw [uIoc_of_le hT0.le] at hy
      simpa using hy.1.le
    · have := Complex.abs_re_le_norm ((s : ℂ) + (y : ℂ) * Complex.I)
      simp at this
      exact hs.symm.le.trans this
  have hr := hside T (abs_of_pos hT0)
  have hl := hside (-T) (by rw [abs_neg, abs_of_pos hT0])
  rw [abs_of_pos (by linarith : 0 < T - -T)] at htop
  rw [abs_of_pos (by linarith : 0 < T - 0)] at hr hl
  have e : (∫ x : ℝ in (-T)..T, f x) =
      (∫ x : ℝ in (-T)..T, f (x + (T : ℂ) * Complex.I)) -
      Complex.I • (∫ y : ℝ in (0 : ℝ)..T, f ((T : ℂ) + y * Complex.I)) +
      Complex.I • (∫ y : ℝ in (0 : ℝ)..T, f (((-T : ℝ) : ℂ) + y * Complex.I)) := by
    linear_combination h
  have e2 : C / T ^ 2 * (T - -T) + C / T ^ 2 * (T - 0) + C / T ^ 2 * (T - 0) = 4 * C / T := by
    field_simp
    ring
  change ‖∫ x : ℝ in (-T)..T, f x‖ ≤ 4 * C / T
  rw [e, ← e2]
  refine (norm_add_le _ _).trans (add_le_add ((norm_sub_le _ _).trans (add_le_add htop ?_)) ?_)
  · rw [norm_smul, Complex.norm_I, one_mul]
    exact hr
  · rw [norm_smul, Complex.norm_I, one_mul]
    exact hl

/-- Harmonic sum rules: for `w0, g > 0`, harmonic order `n ≥ 1` and `k ≤ 2n`, the function
`w^k chi(n w) chi(w)^n` is integrable over the real line and its integral is zero. -/
theorem harmonic_sum_rule {w0 g : ℝ} (hw : 0 < w0) (hg : 0 < g) {n k : ℕ}
    (hn : 1 ≤ n) (hk : k ≤ 2 * n) :
    Integrable (fun w : ℝ => (w : ℂ) ^ k * harmonicKernel w0 g n w) ∧
      ∫ w : ℝ, (w : ℂ) ^ k * harmonicKernel w0 g n w = 0 := by
  have hchi : ∀ z : ℂ, 0 ≤ z.im → DifferentiableAt ℂ (chi w0 g) z := by
    intro z hz
    have hd : DifferentiableAt ℂ (den w0 g) z := by
      unfold den
      fun_prop
    exact (differentiableAt_const (1 : ℂ)).div hd (den_ne_zero hw hg hz)
  refine integral_eq_zero_of_causal (f := fun z => z ^ k * harmonicKernel w0 g n z)
    (C := 2 * 2 ^ n) (R₀ := 1 + 2 * (g + w0 ^ 2)) ?_ ?_
  · intro z hz
    have him : 0 ≤ ((n : ℂ) * z).im := by
      have : ((n : ℂ) * z).im = n * z.im := by simp
      rw [this]
      positivity
    have h1 : DifferentiableAt ℂ (fun z : ℂ => chi w0 g (n * z)) z :=
      DifferentiableAt.comp z (g := chi w0 g) (f := fun z : ℂ => (n : ℂ) * z)
        (hchi _ him) (by fun_prop)
    exact (differentiableAt_id.pow k).mul (h1.mul ((hchi z hz).pow n))
  · intro z _ hz
    have hr : 1 ≤ ‖z‖ := by nlinarith [sq_nonneg w0]
    have hnz : ‖z‖ ≤ ‖(n : ℂ) * z‖ := by
      rw [norm_mul, Complex.norm_natCast]
      have : (1 : ℝ) ≤ n := by exact_mod_cast hn
      nlinarith
    have h1 := chi_decay w0 hg hz
    have h2 : ‖chi w0 g (n * z)‖ * ‖z‖ ^ 2 ≤ 2 :=
      le_trans (by gcongr) (chi_decay w0 hg (hz.trans hnz))
    rw [le_div_iff₀ (by positivity), harmonicKernel, norm_mul, norm_mul, norm_pow, norm_pow]
    -- each susceptibility contributes two inverse powers of the frequency
    calc ‖z‖ ^ k * (‖chi w0 g (n * z)‖ * ‖chi w0 g z‖ ^ n) * ‖z‖ ^ 2
        ≤ ‖z‖ ^ (2 * n) * (‖chi w0 g (n * z)‖ * ‖chi w0 g z‖ ^ n) * ‖z‖ ^ 2 := by
          have := pow_le_pow_right₀ hr hk
          gcongr
      _ = (‖chi w0 g (n * z)‖ * ‖z‖ ^ 2) * (‖chi w0 g z‖ * ‖z‖ ^ 2) ^ n := by
          rw [mul_pow, ← pow_mul]
          ring
      _ ≤ 2 * 2 ^ n := by gcongr

/-- Second-harmonic sum rules: for `w0, g > 0` and `k = 0, ..., 4`, the function
`w^k chi(2w) chi(w)²` is integrable over the real line and its integral is zero. -/
theorem second_harmonic_sum_rule {w0 g : ℝ} (hw : 0 < w0) (hg : 0 < g) {k : ℕ} (hk : k ≤ 4) :
    Integrable (fun w : ℝ => (w : ℂ) ^ k * chi w0 g (2 * w) * chi w0 g w ^ 2) ∧
      ∫ w : ℝ, (w : ℂ) ^ k * chi w0 g (2 * w) * chi w0 g w ^ 2 = 0 := by
  have h := harmonic_sum_rule hw hg (n := 2) (k := k) (by norm_num) (by omega)
  simp only [harmonicKernel, Nat.cast_ofNat, ← mul_assoc] at h
  exact h

/-- Sharpness: for `w0, g > 0` and `k > 2n`, the function `w^k chi(n w) chi(w)^n` is not
integrable over the real line. -/
theorem harmonic_not_integrable {w0 g : ℝ} (hw : 0 < w0) (hg : 0 < g) {n k : ℕ}
    (hk : 2 * n < k) :
    ¬ Integrable (fun w : ℝ => (w : ℂ) ^ k * harmonicKernel w0 g n w) := by
  intro h
  let K : ℕ → ℝ := fun m => w0 ^ 2 + (m : ℝ) ^ 2 + g * m
  have hK : ∀ m, 0 < K m := fun m => by positivity
  refine not_integrableOn_Ioi_inv (a := (1 : ℝ)) ?_
  refine Integrable.mono' ((h.norm.const_mul (K n * K 1 ^ n)).integrableOn)
    measurable_inv.aestronglyMeasurable
    ((ae_restrict_iff' measurableSet_Ioi).2 (ae_of_all _ fun x hx => ?_))
  have hx1 : 1 < x := hx
  have hx0 : 0 < x := by linarith
  -- each susceptibility decays no faster than the inverse square of the frequency
  have hl : ∀ m : ℕ, 1 ≤ ‖chi w0 g (m * x)‖ * (K m * x ^ 2) := by
    intro m
    have hD : 0 < ‖den w0 g (m * x)‖ := norm_pos_iff.2 (den_ne_zero hw hg (by simp))
    have hb := (den_bounds w0 hg ((m : ℂ) * x)).2
    have hm : ‖(m : ℂ) * x‖ = m * x := by
      rw [norm_mul, Complex.norm_natCast, Complex.norm_real, Real.norm_of_nonneg hx0.le]
    rw [hm] at hb
    rw [chi, norm_div, norm_one, div_mul_eq_mul_div, one_mul, le_div_iff₀ hD, one_mul]
    have h1 : w0 ^ 2 * 1 ≤ w0 ^ 2 * x ^ 2 := by
      have : 1 ≤ x ^ 2 := by nlinarith
      gcongr
    have h2 : g * m * x ≤ g * m * x ^ 2 := by
      have : x ≤ x ^ 2 := by nlinarith
      gcongr
    change _ ≤ (w0 ^ 2 + (m : ℝ) ^ 2 + g * m) * x ^ 2
    linarith
  have h1 := hl 1
  rw [Nat.cast_one, one_mul] at h1
  have hK1 := hK 1
  have hKn := hK n
  rw [Real.norm_of_nonneg (inv_nonneg.2 hx0.le), inv_eq_one_div, div_le_iff₀ hx0,
    harmonicKernel, norm_mul, norm_mul, norm_pow, norm_pow, Complex.norm_real,
    Real.norm_of_nonneg hx0.le]
  calc (1 : ℝ) ≤ (‖chi w0 g (n * x)‖ * (K n * x ^ 2)) *
        (‖chi w0 g x‖ * (K 1 * x ^ 2)) ^ n :=
          one_le_mul_of_one_le_of_one_le (hl n) (one_le_pow₀ h1)
    _ = K n * K 1 ^ n * (‖chi w0 g (n * x)‖ * ‖chi w0 g x‖ ^ n) * x ^ (2 * n + 2) := by
          rw [mul_pow, mul_pow, ← pow_mul]
          ring
    _ ≤ K n * K 1 ^ n * (‖chi w0 g (n * x)‖ * ‖chi w0 g x‖ ^ n) * x ^ (k + 1) := by
          have := pow_le_pow_right₀ hx1.le (by omega : 2 * n + 2 ≤ k + 1)
          gcongr
    _ = K n * K 1 ^ n * (x ^ k * (‖chi w0 g (n * x)‖ * ‖chi w0 g x‖ ^ n)) * x := by
          ring

end

end HarmonicSumRules
```

```lean
#print axioms HarmonicSumRules.den_bounds
#print axioms HarmonicSumRules.second_harmonic_sum_rule
#print axioms HarmonicSumRules.harmonic_not_integrable
```

```
'HarmonicSumRules.den_bounds' depends on axioms: [propext, Classical.choice, Quot.sound]
'HarmonicSumRules.second_harmonic_sum_rule' depends on axioms: [propext, Classical.choice, Quot.sound]
'HarmonicSumRules.harmonic_not_integrable' depends on axioms: [propext, Classical.choice, Quot.sound]
```

**What the statements say.** `den` is D, `chi` is χ and `harmonicKernel` is χ(nz) χ(z)ⁿ, all functions of a complex frequency. The parameters `w0` and `g` are real; textbooks usually write ω₀ and γ. The sign of −i g w fixes the time convention e^(−iwt), for which a causal response function is holomorphic in the upper half-plane. The hypothesis `0 < w0` stands for a restoring force and `0 < g` for energy loss.

`second_harmonic_sum_rule` takes a natural number `k` with `k ≤ 4` and concludes two things about the function on real `w`: it is Lebesgue integrable, and its integral is zero. The first part matters because Lean assigns the value 0 to the integral of a non-integrable function. `harmonic_sum_rule` says the same for `1 ≤ n` and `k ≤ 2 * n`, while `harmonic_not_integrable` treats every `k` above `2 * n`.

The coupling strength, charge, mass and density are constant prefactors and are left out. The second-harmonic susceptibility of a real material need not have this one-resonance product form. Its integrals with wᵏ still vanish for k = 0, …, 4 if it is complex differentiable at each point of the closed upper half-plane and bounded there by C/|w|⁶ far out, because `integral_eq_zero_of_causal` then applies to wᵏ times the susceptibility. For a second-harmonic spectrum from an electronic-structure calculation, these are the two conditions to check.

**How the code gets there.** `den_ne_zero` computes the real and imaginary parts of D and repeats the argument above. `den_bounds` holds both triangle inequalities, and `chi_decay` turns the first into |χ| |z|² ≤ 2.

`integral_eq_zero_of_causal` is the contour argument for any function that is complex differentiable at each point of the closed upper half-plane and bounded by C/|z|² far out. "Causal" in its name means just these conditions. It proves integrability by comparison with a Lorentzian, applies Mathlib's Cauchy theorem for rectangles, bounds the top (`htop`) and the sides (`hside`), and squeezes the integral with 4C/T.

`harmonic_sum_rule` supplies the two conditions for F; its `calc` block is the power counting above. The second-harmonic theorem sets `n := 2`. In `harmonic_not_integrable`, `hl` is the lower bound on |χ(mw)|, and integrability of F would make 1/w integrable on (1, ∞), a contradiction.

**On a frequency grid.** On the real axis χ(−w) is the complex conjugate of χ(w), so a spectrum computed for w > 0 is enough. The rules become

∫ from 0 to ∞ of wᵏ Re[χ(2w) χ(w)²] dw = 0 for k = 0, 2, 4,

∫ from 0 to ∞ of wᵏ Im[χ(2w) χ(w)²] dw = 0 for k = 1, 3.

If the grid ends at a large frequency W, the k = 4 integral stops short of a tail −1/(4w²), so its value is about 1/(4W). For k = 0 the missing tail is −1/(4w⁶), and the remainder is only about 1/(20W⁵).
